# No nonzero solution of a stable, time-reversible linear recurrence of order d decays to zero

## The propagation rule and its solutions

Time is counted in steps \(n=0,1,2,\dots\), and the propagated quantity \(x(n)\) lies in a real normed space \(E\). This may be the real numbers, the space of Hermitian matrices of a given size with any norm (which contains the density matrices and their differences), or an infinite-dimensional space.

```lean
import Mathlib

open Filter Topology

namespace ReversiblePropagatorMemory

noncomputable section

variable {E : Type*} [NormedAddCommGroup E] [NormedSpace ℝ E]
```

Fix an order \(d\) and real coefficients \(a_0,\dots,a_d\). A trajectory is a sequence that satisfies

\[
\sum_{j=0}^{d} a_j\,x(n+j)=0\qquad\text{for every } n\ge 0 .
\]

An example comes from extended Lagrangian Born–Oppenheimer dynamics. Let an auxiliary density \(P\) be pulled towards a fixed ground-state density \(D\) with dimensionless strength \(\kappa\), and integrate with the Verlet scheme:

\[
P(n+2)=2P(n+1)-P(n)+\kappa\,\bigl(D-P(n+1)\bigr).
\]

The deviation \(x=P-D\) then obeys \(x(n)+(\kappa-2)\,x(n+1)+x(n+2)=0\), which is a rule of order 2. For any linear rule of this kind, the difference between a disturbed and an undisturbed run is itself a trajectory when time is counted from the disturbance on, so the fate of a single numerical error is the fate of a solution.

In Lean the coefficients form a function `a : ℕ → ℝ`, of which only the values up to `d` matter. The range `Finset.range (d + 1)` runs over \(j=0,\dots,d\), and `•` multiplies an element of \(E\) by a real number.

```lean
/-- The sequence `x` obeys the linear propagation rule `∑ a_j x(n+j) = 0`, with `j` from `0`
to `d`, at every time step `n`. -/
def IsTrajectory (a : ℕ → ℝ) (d : ℕ) (x : ℕ → E) : Prop :=
  ∀ n, ∑ j ∈ Finset.range (d + 1), a j • x (n + j) = 0
```

The model has constant scalar coefficients. A self-consistent response that is nonlinear, changes in time or acts as a matrix on the density is beyond it, and so is noise injected anew at every step.

## Reversibility and stability as conditions on the rule

The rule is called reversible when its coefficients read the same in both directions, \(a_{d-j}=a_j\). A stretch of trajectory read backwards then obeys the same equation. Antisymmetric coefficients, \(a_{d-j}=-a_j\), would also permit this, but the definition below admits only the symmetric case.

```lean
/-- The propagation rule is time-reversible: its coefficients read the same in both directions. -/
def IsReversible (a : ℕ → ℝ) (d : ℕ) : Prop :=
  ∀ j ≤ d, a (d - j) = a j
```

Stability means that no disturbance grows without limit. It is assumed for real-valued trajectories only, and the bound may differ from one trajectory to another. The Verlet example is stable exactly when \(0<\kappa<4\), where the two roots of \(z^2+(\kappa-2)z+1\) are distinct and lie on the unit circle.

```lean
/-- The propagation rule is stable: each of its real trajectories stays bounded. -/
def IsStable (a : ℕ → ℝ) (d : ℕ) : Prop :=
  ∀ x : ℕ → ℝ, IsTrajectory a d x → ∃ C, ∀ n, |x n| ≤ C
```

The theorems about decay also assume \(a_d\neq0\), which says that the rule determines the newest value from the \(d\) values before it.

## The response to a unit disturbance

For \(i<d\), let \(r_i\) be the scalar trajectory that starts with a one at step \(i\) and zeros at the other steps below \(d\):

\[
r_i(n)=\delta_{ni}\quad(n<d),\qquad
r_i(n)=-\frac1{a_d}\sum_{j=0}^{d-1}a_j\,r_i(n-d+j)\quad(n\ge d).
\]

The recursion is well founded because \(n-d+j<n\).

```lean
/-- The response at time `n` to a unit disturbance at step `i` among the first `d` steps,
for a rule with `a d ≠ 0`. -/
def response (a : ℕ → ℝ) (d i : ℕ) : ℕ → ℝ
  | n => if _h : n < d then (if n = i then 1 else 0)
      else -(∑ j : Fin d, a j * response a d i (n - d + j)) / a d
termination_by n => n
decreasing_by
  have := j.isLt
  omega
```

Replacing \(n\) by \(n+d\) in the second formula and multiplying by \(a_d\) gives

\[
a_d\,r_i(n+d)=-\sum_{j=0}^{d-1}a_j\,r_i(n+j),
\]

which is the propagation rule with its last term moved to the other side. In the proof, `field_simp` clears the denominator, `Finset.sum_range_succ` splits off the last term, and `linarith` rearranges.

```lean
/-- If `a d ≠ 0`, every response function obeys the propagation rule. -/
theorem response_isTrajectory {a : ℕ → ℝ} {d : ℕ} (had : a d ≠ 0) (i : ℕ) :
    IsTrajectory a d (response a d i) := by
  intro n
  have h : response a d i (n + d)
      = -(∑ j ∈ Finset.range d, a j * response a d i (n + j)) / a d := by
    rw [response, dif_neg (by omega), Nat.add_sub_cancel, Finset.sum_range]
  have key : a d * response a d i (n + d)
      = -(∑ j ∈ Finset.range d, a j * response a d i (n + j)) := by
    rw [h]
    field_simp
  rw [Finset.sum_range_succ]
  simp only [smul_eq_mul]
  linarith [key]
```

## Every trajectory is a superposition of responses

Suppose \(y\) obeys the rule as long as all times involved are at most \(M\). Then

\[
y(n)=\sum_{i=0}^{d-1} r_i(n)\,y(i)\qquad(n\le M).
\]

The proof is by strong induction on \(n\). For \(n<d\) the responses are Kronecker deltas and the identity is immediate. For \(n=k+d\), call the right-hand side \(z(n)\). Exchanging the two sums gives

\[
\sum_{j=0}^{d}a_j\,z(k+j)=\sum_{i=0}^{d-1}\Bigl(\sum_{j=0}^{d}a_j\,r_i(k+j)\Bigr)y(i)=0 .
\]

The sequence \(y\) satisfies the same equation at \(k\). By induction \(y\) and \(z\) agree at \(k,\dots,k+d-1\), so \(a_d\,y(k+d)=a_d\,z(k+d)\), and \(a_d\neq0\) can be cancelled.

These steps appear as `hz` for the superposition, `hy'` for \(y\), and `hs` for the agreement of the earlier terms. The finite window is needed because a trajectory read backwards ends at time zero.

```lean
/-- If `a d ≠ 0`, a sequence that obeys the propagation rule up to time `M` is, up to that time,
the superposition of the response functions weighted by its first `d` values. -/
theorem eq_superposition {a : ℕ → ℝ} {d : ℕ} (had : a d ≠ 0) (y : ℕ → E) (M : ℕ)
    (hy : ∀ n, n + d ≤ M → ∑ j ∈ Finset.range (d + 1), a j • y (n + j) = 0) :
    ∀ n ≤ M, y n = ∑ i ∈ Finset.range d, response a d i n • y i := by
  intro n
  induction n using Nat.strong_induction_on with
  | _ n ih =>
    intro hn
    by_cases hd : n < d
    · have h0 : ∀ i, response a d i n = if n = i then 1 else 0 := by
        intro i
        rw [response, dif_pos hd]
      simp [h0, hd]
    · obtain ⟨k, rfl⟩ : ∃ k, n = k + d := ⟨n - d, by omega⟩
      -- the superposition obeys the same rule
      have hz : ∑ j ∈ Finset.range (d + 1),
          a j • (∑ i ∈ Finset.range d, response a d i (k + j) • y i) = 0 := by
        simp_rw [Finset.smul_sum]
        rw [Finset.sum_comm]
        refine Finset.sum_eq_zero fun i _ => ?_
        have hr := response_isTrajectory had i k
        simp only [smul_eq_mul] at hr
        simp_rw [smul_smul]
        rw [← Finset.sum_smul, hr, zero_smul]
      have hy' := hy k hn
      rw [Finset.sum_range_succ] at hz hy'
      have hs : ∑ j ∈ Finset.range d, a j • y (k + j) = ∑ j ∈ Finset.range d,
          a j • (∑ i ∈ Finset.range d, response a d i (k + j) • y i) := by
        refine Finset.sum_congr rfl fun j hj => ?_
        have hj' := Finset.mem_range.mp hj
        rw [← ih (k + j) (by omega) (by omega)]
      rw [hs] at hy'
      -- so the newest values agree as well
      have h := add_left_cancel (hy'.trans hz.symm)
      rw [← inv_smul_smul₀ had (y (k + d)), h, inv_smul_smul₀ had]
```

## One constant bounds the past by the future

By stability each response is bounded, \(|r_i(n)|\le B_i\). Put \(C=\sum_{i<d}B_i\). For a sequence \(y\) that obeys the rule on a window containing \(k\), the superposition gives

\[
\|y(k)\|\le\sum_{i<d}|r_i(k)|\,\|y(i)\|\le\sum_{i<d}B_i\,\|y(i)\|\le C\sum_{i<d}\|y(i)\| .
\]

This is `key` in the code. It is applied to a trajectory \(x\) in two ways, to obtain for all times \(m\) and \(n\)

\[
\|x(m)\|\le C\sum_{i=0}^{d-1}\|x(n+i)\| .
\]

If \(m\ge n\), take \(y(l)=x(n+l)\) and \(k=m-n\). This direction does not use reversibility.

If \(m<n\), put \(N=n+d-1\) and read backwards, \(y(l)=x(N-l)\) for \(0\le l\le N\). Whenever \(l+d\le N\), the substitution \(j\to d-j\) and the symmetry of the coefficients give

\[
\sum_{j=0}^{d}a_j\,x(N-l-j)=\sum_{j=0}^{d}a_{d-j}\,x(n-1-l+j)=\sum_{j=0}^{d}a_j\,x(n-1-l+j)=0 .
\]

So \(y\) obeys the rule on the window. Its first \(d\) values are \(x(n+d-1),\dots,x(n)\), and \(y(N-m)=x(m)\), which yields the bound.

In Lean, `Finset.sum_range_reflect` performs the substitution, `hrev` supplies the symmetry, and `omega` settles the arithmetic of the indices. The constant is chosen before the trajectory and the two times, so it serves them all.

```lean
/-- For a stable reversible rule with `a d ≠ 0`, one constant bounds the size of every trajectory
at any time `m` by its size over the `d` steps from any other time `n`, earlier or later. -/
theorem memory_bound {a : ℕ → ℝ} {d : ℕ} (had : a d ≠ 0) (hrev : IsReversible a d)
    (hst : IsStable a d) :
    ∃ C : ℝ, ∀ x : ℕ → E, IsTrajectory a d x →
      ∀ m n, ‖x m‖ ≤ C * ∑ i ∈ Finset.range d, ‖x (n + i)‖ := by
  have hex : ∀ i, ∃ C, ∀ n, |response a d i n| ≤ C :=
    fun i => hst _ (response_isTrajectory had i)
  choose B hB using hex
  have hB0 : ∀ i, 0 ≤ B i := fun i => (abs_nonneg _).trans (hB i 0)
  -- a bound by the first `d` values, valid on finite windows
  have key : ∀ (y : ℕ → E) (M : ℕ),
      (∀ n, n + d ≤ M → ∑ j ∈ Finset.range (d + 1), a j • y (n + j) = 0) →
      ∀ k ≤ M, ‖y k‖ ≤ (∑ i ∈ Finset.range d, B i) * ∑ i ∈ Finset.range d, ‖y i‖ := by
    intro y M hy k hk
    rw [eq_superposition had y M hy k hk]
    refine (norm_sum_le _ _).trans ?_
    rw [Finset.mul_sum]
    refine Finset.sum_le_sum fun i hi => ?_
    rw [norm_smul, Real.norm_eq_abs]
    exact mul_le_mul_of_nonneg_right
      ((hB i k).trans (Finset.single_le_sum (f := B) (fun j _ => hB0 j) hi)) (norm_nonneg _)
  refine ⟨∑ i ∈ Finset.range d, B i, fun x hx m n => ?_⟩
  rcases le_or_gt n m with hnm | hmn
  · -- forward in time: shift the origin to `n`
    obtain ⟨k, rfl⟩ := Nat.exists_eq_add_of_le hnm
    refine key (fun l => x (n + l)) k (fun l _ => ?_) k le_rfl
    refine Eq.trans (Finset.sum_congr rfl fun j _ => ?_) (hx (n + l))
    show a j • x (n + (l + j)) = a j • x (n + l + j)
    rw [add_assoc]
  · -- backward in time: read the trajectory in reverse
    have hw : ∀ l, l + d ≤ n + d - 1 →
        ∑ j ∈ Finset.range (d + 1), a j • x (n + d - 1 - (l + j)) = 0 := by
      intro l hl
      rw [← Finset.sum_range_reflect]
      refine Eq.trans (Finset.sum_congr rfl fun j hj => ?_) (hx (n - 1 - l))
      have hj' := Finset.mem_range.mp hj
      show a (d + 1 - 1 - j) • x (n + d - 1 - (l + (d + 1 - 1 - j))) = a j • x (n - 1 - l + j)
      rw [show n + d - 1 - (l + (d + 1 - 1 - j)) = n - 1 - l + j by omega,
        show d + 1 - 1 - j = d - j by omega, hrev j (by omega)]
    have h := key (fun l => x (n + d - 1 - l)) (n + d - 1) hw (n + d - 1 - m) (by omega)
    have hs : ∑ i ∈ Finset.range d, ‖x (n + d - 1 - i)‖
        = ∑ i ∈ Finset.range d, ‖x (n + i)‖ := by
      rw [← Finset.sum_range_reflect (fun i => ‖x (n + i)‖) d]
      refine Finset.sum_congr rfl fun i hi => ?_
      have hi' := Finset.mem_range.mp hi
      show ‖x (n + d - 1 - i)‖ = ‖x (n + (d - 1 - i))‖
      rw [show n + d - 1 - i = n + (d - 1 - i) by omega]
    simp only [hs] at h
    rwa [show n + d - 1 - (n + d - 1 - m) = m by omega] at h
```

Read with \(m\) early and \(n\) late, the bound is quantitative: the summed size of a disturbance over any \(d\) consecutive later steps cannot fall below a fixed fraction of its size at time \(m\).

## A disturbance that fades was never there

Let \(x\) be a trajectory with \(x(n)\to0\). Hold \(m\) fixed and let \(n\to\infty\). Each of the \(d\) terms on the right of the bound tends to zero, so

\[
\|x(m)\|\le C\sum_{i=0}^{d-1}\|x(n+i)\|\longrightarrow 0 ,
\]

and \(x(m)=0\). As \(m\) was arbitrary, \(x\) is the zero trajectory.

The theorem states this for a trajectory with values in any \(E\): if `x ≠ 0`, meaning that \(x(n)\neq0\) for at least one \(n\), then `x` does not tend to zero. The limit of the sum is `hsum`, and `ge_of_tendsto'` carries the inequality to the limit. For \(d=0\) the only trajectory is zero, so the statement holds trivially.

```lean
/-- A stable time-reversible propagation rule with `a d ≠ 0` never forgets a disturbance:
no nonzero trajectory tends to zero. -/
theorem reversible_never_forgets {a : ℕ → ℝ} {d : ℕ} (had : a d ≠ 0)
    (hrev : IsReversible a d) (hst : IsStable a d) {x : ℕ → E}
    (hx : IsTrajectory a d x) (hx0 : x ≠ 0) : ¬ Tendsto x atTop (𝓝 0) := by
  intro h
  apply hx0
  funext m
  obtain ⟨C, hC⟩ := memory_bound (E := E) had hrev hst
  have hsum : Tendsto (fun n => ∑ i ∈ Finset.range d, ‖x (n + i)‖) atTop
      (𝓝 (∑ _i ∈ Finset.range d, (0 : ℝ))) := by
    refine tendsto_finsetSum _ fun i _ => ?_
    have hi := (h.comp (tendsto_add_atTop_nat i)).norm
    rw [norm_zero] at hi
    exact hi
  have hlim := hsum.const_mul C
  rw [Finset.sum_const_zero, mul_zero] at hlim
  -- the late-time size bounds the size at time `m`
  exact norm_le_zero_iff.mp (ge_of_tendsto' hlim fun n => hC x hx m n)
```

Turned around, a stable rule with \(a_d\neq0\) and at least one nonzero decaying trajectory cannot have symmetric coefficients. For extended Lagrangian dynamics, within this linear model with constant coefficients, dissipation that makes errors die out while all solutions stay bounded must therefore give up that symmetry.

```lean
/-- Damping breaks reversibility: a stable rule with `a d ≠ 0` that has a nonzero trajectory
tending to zero is not time-reversible. -/
theorem damping_breaks_reversibility {a : ℕ → ℝ} {d : ℕ} (had : a d ≠ 0)
    (hst : IsStable a d) {x : ℕ → E} (hx : IsTrajectory a d x) (hx0 : x ≠ 0)
    (hlim : Tendsto x atTop (𝓝 0)) : ¬ IsReversible a d :=
  fun hrev => reversible_never_forgets had hrev hst hx hx0 hlim
```

## Equal weights: a stable reversible rule of every order

Set all coefficients to one. The symmetry is evident. Subtracting the equation at \(n\) from the one at \(n+1\) leaves

\[
x(n+d+1)-x(n)=0 ,
\]

so every real trajectory has period \(d+1\) and is bounded by \(\sum_{j=0}^{d}|x(j)|\). For \(d=1\) the trajectory \(1,-1,1,-1,\dots\) shows the persistence directly.

In the code `hp` is the periodicity, and `hp.map_mod_nat` brings any time back into the first period.

```lean
/-- For every order `d`, the rule with all coefficients equal to one is time-reversible
and stable. -/
theorem equal_weights_witness (d : ℕ) :
    IsReversible (fun _ => 1) d ∧ IsStable (fun _ => 1) d := by
  refine ⟨fun _ _ => rfl, fun x hx => ?_⟩
  -- subtracting consecutive equations shows that `x` has period `d + 1`
  have hp : Function.Periodic x (d + 1) := by
    intro n
    have h1 := hx n
    have h2 := hx (n + 1)
    simp only [one_smul] at h1 h2
    rw [Finset.sum_range_succ'] at h1
    rw [Finset.sum_range_succ] at h2
    have e : ∑ j ∈ Finset.range d, x (n + (j + 1)) = ∑ j ∈ Finset.range d, x (n + 1 + j) :=
      Finset.sum_congr rfl fun j _ => by rw [show n + (j + 1) = n + 1 + j by omega]
    rw [e, add_zero] at h1
    rw [show n + (d + 1) = n + 1 + d by omega]
    linarith
  refine ⟨∑ j ∈ Finset.range (d + 1), |x j|, fun n => ?_⟩
  rw [← hp.map_mod_nat n]
  exact Finset.single_le_sum (f := fun j => |x j|) (fun _ _ => abs_nonneg _)
    (Finset.mem_range.mpr (Nat.mod_lt _ (Nat.succ_pos d)))
```

## Without stability, a reversible rule can have a decaying solution

Consider the symmetric coefficients \(1,b,1\).

```lean
/-- Coefficients `1, b, 1` of a three-point rule `x(n) + b x(n+1) + x(n+2) = 0`. -/
def threePoint (b : ℝ) : ℕ → ℝ := fun j => if j = 1 then b else 1
```

For \(b=-5/2\) the sequence \(x(n)=2^{-n}\) is a trajectory, since

\[
2^{-n}\Bigl(1-\tfrac52\cdot\tfrac12+\tfrac14\Bigr)=0 ,
\]

and it tends to zero. Reversibility together with \(a_d\neq0\) is thus not enough to exclude decay. The missing hypothesis is stability: \(2^{n}\) solves the same equation and grows without limit. In the Verlet example this is \(\kappa=-1/2\), a force that pushes the auxiliary density away from the ground state.

The proof checks the symmetry at \(j=0,1,2\) with `interval_cases` and the recurrence with `ring`.

```lean
/-- Reversibility alone does not exclude decay: the reversible three-point rule with `b = -5/2`
has the trajectory `(1/2)^n`, which tends to zero. -/
theorem reversible_with_decay :
    IsReversible (threePoint (-5 / 2)) 2 ∧
      IsTrajectory (threePoint (-5 / 2)) 2 (fun n => (1 / 2 : ℝ) ^ n) ∧
      Tendsto (fun n : ℕ => (1 / 2 : ℝ) ^ n) atTop (𝓝 0) := by
  refine ⟨?_, ?_, tendsto_pow_atTop_nhds_zero_of_lt_one (by norm_num) (by norm_num)⟩
  · intro j hj
    interval_cases j <;> simp [threePoint]
  · intro n
    have h0 : threePoint (-5 / 2) 0 = 1 := by simp [threePoint]
    have h1 : threePoint (-5 / 2) 1 = -5 / 2 := by simp [threePoint]
    have h2 : threePoint (-5 / 2) 2 = 1 := by simp [threePoint]
    simp only [Finset.sum_range_succ, Finset.sum_range_zero, h0, h1, h2, smul_eq_mul]
    ring

end

end ReversiblePropagatorMemory
```

```lean
#print axioms ReversiblePropagatorMemory.damping_breaks_reversibility
-- 'ReversiblePropagatorMemory.damping_breaks_reversibility' depends on axioms: [propext, Classical.choice, Quot.sound]
#print axioms ReversiblePropagatorMemory.reversible_with_decay
-- 'ReversiblePropagatorMemory.reversible_with_decay' depends on axioms: [propext, Classical.choice, Quot.sound]
```
